# Minimum energies −1 and −√2 from the two orderings of one Trotter step on a three-site chain

## Same rotations, different optimised energies

Suppose that two programs implement the same unitary coupled-cluster ansatz with generalised excitations, which may also start from orbitals that are empty in the reference, as a product of exponentials. They use the same excitation operators, the same reference and the same Hamiltonian, and both optimise every amplitude fully. If they multiply the exponentials in different orders, they can still report different minimum energies. Someone who takes the order to be an implementation detail may then look for a bug in the optimiser, although both optimisers have done their job.

One particle on three sites is enough to show this. Let \(e_0, e_1, e_2\) be the site states, with \(e_0\) as the reference, and let neighbouring sites be coupled with unit strength:

\[
H=\begin{pmatrix}0&1&0\\1&0&1\\0&1&0\end{pmatrix}.
\]

There are two excitation generators, both antisymmetric. \(K_{01}\) sends \(e_0\) to \(e_1\) and \(e_1\) to \(-e_0\), and \(K_{12}\) does the same for the pair \(e_1, e_2\). The second is a generalised excitation, because site 1 is empty in the reference. With the standard choice, in which both excitations start from \(e_0\) and lead to \(e_1\) and \(e_2\), either order would reach every normalised real state of this small model. The generators \(K_{01}\) and \(K_{12}\) give the plane rotations \(R_{01}(a)\) and \(R_{12}(b)\), where the angles \(a\) and \(b\) play the part of the cluster amplitudes. A single Trotter step applies each rotation once, which can be done in two orders:

\[
\text{A: } R_{01}(a)R_{12}(b)e_0,\qquad \text{B: } R_{12}(b)R_{01}(a)e_0 .
\]

The rightmost factor acts first. The angles are free variational parameters, so the question is which states each product can reach. How well either product approximates \(e^{aK_{01}+bK_{12}}\) is a different matter and is not treated here.

## What is proved

The main theorem, `trotter_energy_depends_on_order`, has three parts:

- over all real \(a, b\), the minimum energy of order A is \(-1\);
- over all real \(a, b\), the minimum energy of order B is \(-\sqrt2\);
- over all normalised real states, the minimum energy is also \(-\sqrt2\).

Order B is therefore exact for this chain, while order A misses the minimum by \(\sqrt2-1\) in units of the coupling.

In Lean, a state is a function `Fin 3 → ℝ`, that is, three real amplitudes numbered 0, 1, 2. The two orders are `stepA` and `stepB`, and `ref` is \(e_0\). The function `energy H v` is \(v\cdot Hv\) with no division by the norm, so it is an expectation value only for normalised \(v\); all the minima and sets of energies in the theorems are taken over normalised states. The set `allEnergies H` collects \(v\cdot Hv\) over all real \(v\) with \(v\cdot v=1\). `IsLeast S m` says that \(m\) belongs to the set \(S\) and that nothing in \(S\) lies below it, so each minimum is attained by an actual state.

Two further theorems hold for every real \(3\times3\) matrix \(H\). By `stepB_energies`, the energies of order B are exactly those of all normalised real states. By `two_stepA_energies`, the same is true of two successive steps in order A, provided that all four angles are independent.

The model has a single particle, three states and real amplitudes. The restriction to real amplitudes does not affect the minimum: for real symmetric \(H\), a complex state \(x+iy\) has energy \(x\cdot Hx+y\cdot Hy\), which cannot lie below the real minimum when the state is normalised, though this remark is an addition to the formal proof. Larger systems and interacting electrons are not covered. For product-form unitary coupled cluster with generalised excitations, this one-particle example shows that the operator order can be part of the definition of the ansatz.

## Generators and prepared states

The rotation in the 0–1 plane is

\[
R_{01}(a)=\begin{pmatrix}\cos a&-\sin a&0\\ \sin a&\cos a&0\\0&0&1\end{pmatrix}.
\]

Differentiating its entries gives \(R_{01}'=K_{01}R_{01}\). For instance, the first row becomes \((-\sin a,-\cos a,0)\), which is minus the second row of \(R_{01}\), as \(K_{01}\) prescribes. The 1–2 rotation works in the same way. Since \(R(0)=1\), the rotations are the exponentials of their generators.

The norm is conserved, because

\[
(v_0\cos a-v_1\sin a)^2+(v_0\sin a+v_1\cos a)^2+v_2^2=v_0^2+v_1^2+v_2^2 ,
\]

and likewise for the other plane.

In order A, \(R_{12}(b)\) meets the reference first. It leaves \(e_0\) alone, since \(e_0\) has no component in the 1–2 plane. The prepared state is

\[
(\cos a,\ \sin a,\ 0).
\]

The parameter \(b\) has dropped out, and site 2 stays empty. In order B the first rotation puts amplitude on site 1, and the second can pass it on to site 2:

\[
(\cos a,\ \cos b\sin a,\ \sin b\sin a).
\]

## Why order B reaches every real state

Let \(v\) be any normalised real state. Write its last two components in polar form, \(v_1=r\cos b\) and \(v_2=r\sin b\) with \(r\ge0\). If \(r=0\), any \(b\) will do. Normalisation gives \(r^2=1-v_0^2\), hence \(|v_0|\le1\), and we may set \(a=\arccos v_0\). Then \(\cos a=v_0\) and \(\sin a=\sqrt{1-v_0^2}=r\), so order B prepares exactly \(v\).

Conversely, order B prepares only normalised states, because both rotations conserve the norm. Its set of energies is therefore that of all normalised real states, whatever \(H\) is.

## The three minima

For the chain,

\[
v\cdot Hv=v_0v_1+v_1(v_0+v_2)+v_2v_1=2v_1(v_0+v_2).
\]

In order A this becomes \(2\sin a\cos a=\sin 2a\). The lower bound follows from

\[
1+2\sin a\cos a=(\sin a+\cos a)^2\ge0,
\]

and \(a=-\pi/4\) attains \(-1\).

For a general normalised real state, the distance to \(-\sqrt2\) is a sum of squares:

\[
\sqrt2+2v_1(v_0+v_2)=\sqrt2\left[\left(v_0+\tfrac{\sqrt2}{2}v_1\right)^2+\left(v_2+\tfrac{\sqrt2}{2}v_1\right)^2\right].
\]

To check it, expand the bracket. The squares add up to \(v_0^2+v_1^2+v_2^2=1\), and the cross terms give \(\sqrt2\,v_1(v_0+v_2)\). The right side is non-negative, so the energy is at least \(-\sqrt2\). Both squares vanish for \(v=(1/2,-\sqrt2/2,1/2)\), which is normalised and attains the bound. Since order B has the same energies as all normalised real states, its minimum is \(-\sqrt2\) too.

## A second step repairs order A

Apply order A twice, with angles \((a,0)\) in the first step and \((0,b)\) in the second:

\[
R_{01}(0)R_{12}(b)\,R_{01}(a)R_{12}(0)\,e_0=R_{12}(b)R_{01}(a)e_0 .
\]

This is order B. Two steps in order A thus reach every normalised real state, and the restriction found above belongs to the single step.

## One pair of angles in both orders

Take \(a=60^\circ\) and \(b\approx144.74^\circ\), for which \(\cos b\approx-0.8165\) and \(\sin b\approx0.5774\). In order B the first rotation gives \((0.5,\,0.8660,\,0)\), and the second turns this into \((0.5,\,-0.7071,\,0.5)\). The energy is \(2(-0.7071)(0.5+0.5)\approx-1.4142\), the exact minimum.

In order A the same angles give \((0.5,\,0.8660,\,0)\), with energy \(2(0.8660)(0.5)\approx+0.8660\). Reoptimising leads to \(a=-45^\circ\) and the state \((0.7071,\,-0.7071,\,0)\), with energy \(-1\). The remaining error of about \(0.4142\) cannot be removed by any choice of \(a\) and \(b\).

## The Lean file

```lean
import Mathlib

open Matrix Real

namespace TrotterOrdering

noncomputable section

/-- The rotation by the angle `a` in the plane of the basis states 0 and 1. -/
def rot01 (a : ℝ) : Matrix (Fin 3) (Fin 3) ℝ :=
  !![cos a, -sin a, 0; sin a, cos a, 0; 0, 0, 1]

/-- The rotation by the angle `b` in the plane of the basis states 1 and 2. -/
def rot12 (b : ℝ) : Matrix (Fin 3) (Fin 3) ℝ :=
  !![1, 0, 0; 0, cos b, -sin b; 0, sin b, cos b]

/-- The antisymmetric generator of an excitation from state 0 to state 1. -/
def gen01 : Matrix (Fin 3) (Fin 3) ℝ := !![0, -1, 0; 1, 0, 0; 0, 0, 0]

/-- The antisymmetric generator of an excitation from state 1 to state 2. -/
def gen12 : Matrix (Fin 3) (Fin 3) ℝ := !![0, 0, 0; 0, 0, -1; 0, 1, 0]

/-- The reference state, the basis vector 0. -/
def ref : Fin 3 → ℝ := ![1, 0, 0]

/-- The Trotter step in which the 1-2 rotation acts first and the 0-1 rotation second. -/
def stepA (a b : ℝ) (v : Fin 3 → ℝ) : Fin 3 → ℝ := rot01 a *ᵥ (rot12 b *ᵥ v)

/-- The Trotter step in which the 0-1 rotation acts first and the 1-2 rotation second. -/
def stepB (a b : ℝ) (v : Fin 3 → ℝ) : Fin 3 → ℝ := rot12 b *ᵥ (rot01 a *ᵥ v)

/-- The energy expectation value of `H` in a normalised real state `v`. -/
def energy (H : Matrix (Fin 3) (Fin 3) ℝ) (v : Fin 3 → ℝ) : ℝ := v ⬝ᵥ (H *ᵥ v)

/-- The set of energies of `H` in all normalised real states. -/
def allEnergies (H : Matrix (Fin 3) (Fin 3) ℝ) : Set ℝ :=
  energy H '' {v | v ⬝ᵥ v = 1}

/-- The Hamiltonian of a three-site chain with unit coupling between neighbours. -/
def chainH : Matrix (Fin 3) (Fin 3) ℝ := !![0, 1, 0; 1, 0, 1; 0, 1, 0]

/-- Each rotation obeys, entry by entry, the differential equation `R' = K R` with its
excitation generator `K`. -/
theorem rotation_generators (t : ℝ) (i j : Fin 3) :
    HasDerivAt (fun s => rot01 s i j) ((gen01 * rot01 t) i j) t ∧
    HasDerivAt (fun s => rot12 s i j) ((gen12 * rot12 t) i j) t := by
  have hc := Real.hasDerivAt_cos t
  have hs := Real.hasDerivAt_sin t
  have hn := hs.fun_neg
  fin_cases i <;> fin_cases j <;>
    simp [rot01, rot12, gen01, gen12, Matrix.mul_apply, Fin.sum_univ_three,
      hc, hs, hn, hasDerivAt_const]

/-- Both rotations conserve the norm of every state. -/
theorem rotations_conserve_norm (t : ℝ) (v : Fin 3 → ℝ) :
    (rot01 t *ᵥ v) ⬝ᵥ (rot01 t *ᵥ v) = v ⬝ᵥ v ∧
    (rot12 t *ᵥ v) ⬝ᵥ (rot12 t *ᵥ v) = v ⬝ᵥ v := by
  constructor
  · simp [rot01, Matrix.mulVec, dotProduct, Fin.sum_univ_three]
    linear_combination (v 0 ^ 2 + v 1 ^ 2) * Real.sin_sq_add_cos_sq t
  · simp [rot12, Matrix.mulVec, dotProduct, Fin.sum_univ_three]
    linear_combination (v 1 ^ 2 + v 2 ^ 2) * Real.sin_sq_add_cos_sq t

/-- The states that the two orderings prepare from the reference: the first has no
component on basis state 2. -/
theorem prepared_states (a b : ℝ) :
    stepA a b ref = ![cos a, sin a, 0] ∧
    stepB a b ref = ![cos a, cos b * sin a, sin b * sin a] := by
  constructor <;> ext i <;> fin_cases i <;>
    simp [stepA, stepB, rot01, rot12, ref, Matrix.mulVec, dotProduct, Fin.sum_univ_three]

/-- With the 0-1 rotation acting first, a single Trotter step from `ref` prepares every normalised
real state. -/
theorem stepB_reaches_all (v : Fin 3 → ℝ) (hv : v ⬝ᵥ v = 1) :
    ∃ a b, stepB a b ref = v := by
  simp only [dotProduct, Fin.sum_univ_three] at hv
  -- polar coordinates for the components 1 and 2
  obtain ⟨r, b, hr, h1, h2⟩ : ∃ r b : ℝ, 0 ≤ r ∧ r * cos b = v 1 ∧ r * sin b = v 2 :=
    ⟨‖(⟨v 1, v 2⟩ : ℂ)‖, Complex.arg ⟨v 1, v 2⟩, norm_nonneg _,
      Complex.norm_mul_cos_arg _, Complex.norm_mul_sin_arg _⟩
  have hr2 : 1 - v 0 ^ 2 = r ^ 2 := by
    rw [← h1, ← h2] at hv
    linear_combination r ^ 2 * Real.sin_sq_add_cos_sq b - hv
  -- the remaining angle fixes the component on the reference
  obtain ⟨a, ha, hb⟩ : ∃ a : ℝ, cos a = v 0 ∧ sin a = r := by
    refine ⟨arccos (v 0), Real.cos_arccos ?_ ?_, ?_⟩
    · nlinarith [sq_nonneg r]
    · nlinarith [sq_nonneg r]
    · rw [Real.sin_arccos, hr2, Real.sqrt_sq hr]
  refine ⟨a, b, ?_⟩
  rw [(prepared_states a b).2, ha, hb, mul_comm (cos b), mul_comm (sin b), h1, h2]
  ext i
  fin_cases i <;> rfl

/-- For every real matrix `H`, the energies of the single step from `ref` with the 0-1 rotation
first are exactly the energies of all normalised real states. -/
theorem stepB_energies (H : Matrix (Fin 3) (Fin 3) ℝ) :
    Set.range (fun p : ℝ × ℝ => energy H (stepB p.1 p.2 ref)) = allEnergies H := by
  ext E
  constructor
  · rintro ⟨p, rfl⟩
    refine ⟨stepB p.1 p.2 ref, ?_, rfl⟩
    change stepB p.1 p.2 ref ⬝ᵥ stepB p.1 p.2 ref = 1
    rw [stepB, (rotations_conserve_norm _ _).2, (rotations_conserve_norm _ _).1]
    simp [ref, dotProduct, Fin.sum_univ_three]
  · rintro ⟨v, hv, rfl⟩
    obtain ⟨a, b, h⟩ := stepB_reaches_all v hv
    exact ⟨(a, b), congrArg (energy H) h⟩

/-- The chain energy in terms of the three amplitudes. -/
theorem chain_energy (v : Fin 3 → ℝ) :
    energy chainH v = 2 * v 1 * (v 0 + v 2) := by
  simp [energy, chainH, Matrix.mulVec, dotProduct, Fin.sum_univ_three]
  ring

/-- The lowest energy of the chain over all normalised real states is `-√2`. -/
theorem chain_ground_energy : IsLeast (allEnergies chainH) (-√2) := by
  have hs : √2 ^ 2 = (2 : ℝ) := Real.sq_sqrt (by norm_num)
  constructor
  · refine ⟨![1 / 2, -√2 / 2, 1 / 2], ?_, ?_⟩
    · change ![1 / 2, -√2 / 2, 1 / 2] ⬝ᵥ ![1 / 2, -√2 / 2, 1 / 2] = (1 : ℝ)
      rw [dotProduct, Fin.sum_univ_three]
      change (1 / 2 : ℝ) * (1 / 2) + -√2 / 2 * (-√2 / 2) + 1 / 2 * (1 / 2) = 1
      linear_combination hs / 4
    · rw [chain_energy]
      change 2 * (-√2 / 2) * (1 / 2 + 1 / 2) = -√2
      ring
  · rintro _ ⟨v, hv, rfl⟩
    change v ⬝ᵥ v = 1 at hv
    simp only [dotProduct, Fin.sum_univ_three] at hv
    rw [chain_energy]
    -- the distance to the bound is a sum of squares
    have key : √2 + 2 * v 1 * (v 0 + v 2) =
        √2 * ((v 0 + √2 * v 1 / 2) ^ 2 + (v 2 + √2 * v 1 / 2) ^ 2) := by
      linear_combination (-√2) * hv - (v 1 * (v 0 + v 2) + √2 * v 1 ^ 2 / 2) * hs
    have hpos : 0 ≤ √2 * ((v 0 + √2 * v 1 / 2) ^ 2 + (v 2 + √2 * v 1 / 2) ^ 2) := by
      positivity
    linarith

/-- The minimum energy of the chain after a single Trotter step from `ref` is `-1` if the 1-2
rotation acts first and `-√2` if the 0-1 rotation acts first; the minimum over all normalised real
states is `-√2`. -/
theorem trotter_energy_depends_on_order :
    IsLeast (Set.range fun p : ℝ × ℝ => energy chainH (stepA p.1 p.2 ref)) (-1) ∧
    IsLeast (Set.range fun p : ℝ × ℝ => energy chainH (stepB p.1 p.2 ref)) (-√2) ∧
    IsLeast (allEnergies chainH) (-√2) := by
  have hE (a b : ℝ) : energy chainH (stepA a b ref) = 2 * sin a * cos a := by
    rw [(prepared_states a b).1, chain_energy]
    change 2 * sin a * (cos a + 0) = 2 * sin a * cos a
    ring
  refine ⟨⟨⟨(-(π / 4), 0), ?_⟩, ?_⟩, ?_, chain_ground_energy⟩
  · change energy chainH (stepA (-(π / 4)) 0 ref) = -1
    rw [hE, Real.sin_neg, Real.cos_neg, Real.sin_pi_div_four, Real.cos_pi_div_four]
    have hs : √2 ^ 2 = (2 : ℝ) := Real.sq_sqrt (by norm_num)
    linear_combination (-1 / 2) * hs
  · rintro _ ⟨p, rfl⟩
    change -1 ≤ energy chainH (stepA p.1 p.2 ref)
    rw [hE]
    nlinarith [sq_nonneg (sin p.1 + cos p.1), Real.sin_sq_add_cos_sq p.1]
  · rw [stepB_energies]
    exact chain_ground_energy

/-- For every real matrix `H`, two Trotter steps from `ref` with the 1-2 rotation first in each, and
independent angles, give exactly the energies of all normalised real states. -/
theorem two_stepA_energies (H : Matrix (Fin 3) (Fin 3) ℝ) :
    Set.range (fun p : (ℝ × ℝ) × (ℝ × ℝ) =>
      energy H (stepA p.2.1 p.2.2 (stepA p.1.1 p.1.2 ref))) = allEnergies H := by
  have h01 : rot01 0 = 1 := by
    ext i j
    fin_cases i <;> fin_cases j <;> simp [rot01]
  have h12 : rot12 0 = 1 := by
    ext i j
    fin_cases i <;> fin_cases j <;> simp [rot12]
  have hn (a b : ℝ) (v : Fin 3 → ℝ) : stepA a b v ⬝ᵥ stepA a b v = v ⬝ᵥ v := by
    rw [stepA, (rotations_conserve_norm _ _).1, (rotations_conserve_norm _ _).2]
  ext E
  constructor
  · rintro ⟨p, rfl⟩
    refine ⟨stepA p.2.1 p.2.2 (stepA p.1.1 p.1.2 ref), ?_, rfl⟩
    rw [Set.mem_ofPred_eq, hn, hn]
    simp [ref, dotProduct, Fin.sum_univ_three]
  · rintro ⟨v, hv, rfl⟩
    obtain ⟨a, b, h⟩ := stepB_reaches_all v hv
    -- switching off the outermost and innermost rotations leaves the other ordering
    refine ⟨((a, 0), (0, b)), congrArg (energy H) ?_⟩
    rw [← h]
    simp only [stepA, stepB, h01, h12, Matrix.one_mulVec]

end

end TrotterOrdering
```

```lean
#print axioms TrotterOrdering.rotation_generators
#print axioms TrotterOrdering.trotter_energy_depends_on_order
#print axioms TrotterOrdering.two_stepA_energies
```

```
'TrotterOrdering.rotation_generators' depends on axioms: [propext, Classical.choice, Quot.sound]
'TrotterOrdering.trotter_energy_depends_on_order' depends on axioms: [propext, Classical.choice, Quot.sound]
'TrotterOrdering.two_stepA_energies' depends on axioms: [propext, Classical.choice, Quot.sound]
```

## How the proof follows the derivation

`rotation_generators` checks the differential equation for all nine entries of each matrix. `fin_cases` splits into the entries, and `simp` closes each one with the derivatives of sine and cosine. `rotations_conserve_norm` writes out the dot products, after which `linear_combination` reduces the claim to a multiple of \(\sin^2+\cos^2=1\). `prepared_states` multiplies out the two products on the reference.

`stepB_reaches_all` carries the main geometric argument. It obtains the polar form by reading \((v_1,v_2)\) as a complex number, whose norm is \(r\) and whose argument is \(b\). The equation `hr2` is \(1-v_0^2=r^2\). The two `nlinarith` calls derive \(-1\le v_0\le1\) from it, as `Real.cos_arccos` requires, and `Real.sin_arccos` then gives \(\sin a=r\).

`stepB_energies` proves an equality of sets by two inclusions. One uses conservation of the norm, and the other uses the angles just found.

`chain_energy` is the formula \(2v_1(v_0+v_2)\). In `chain_ground_energy`, the first half supplies the minimising state and checks its norm and energy. The second half proves the sum-of-squares identity under the name `key`, using normalisation and \((\sqrt2)^2=2\). `positivity` shows that the right side is non-negative, and `linarith` draws the bound.

In the main theorem, `hE` is the energy \(2\sin a\cos a\) of order A. The value \(-1\) is attained at \(a=-\pi/4\), \(b=0\), and `nlinarith` proves the bound from the square \((\sin a+\cos a)^2\). For order B, rewriting with `stepB_energies` turns the claim into `chain_ground_energy`, which is also the third part.

`two_stepA_energies` has the same two inclusions. Conservation of the norm, applied to each step, gives the first. For the second, the proof takes the angles \(a, b\) from `stepB_reaches_all` and inserts them as `((a, 0), (0, b))`. The facts `h01` and `h12`, that both rotations by angle zero are the identity, then reduce the two steps to order B.
